# Every real symplectic matrix is a product of three symmetric shears and one linear change of coordinates

Q: To apply a linear canonical map to a wavefunction, I split it into kicks, drifts and a change of coordinates. A kick multiplies by a quadratic phase in position, and a drift does the same in momentum. The split I know divides by the upper-left block of the map, and for a quarter turn of phase space that block is zero. What lets me carry on?

A: One extra kick, of the same strength in every direction. Write the map on column vectors \((q,p)\) as
\[ S=\begin{pmatrix}A&B\\ C&D\end{pmatrix}. \]
If \(S\) is real and symplectic, some real \(t\) makes \(M=A+tB\) invertible, and then
\[ S=\begin{pmatrix}I&0\\P&I\end{pmatrix}\begin{pmatrix}M&0\\0&M^{-T}\end{pmatrix}\begin{pmatrix}I&Q\\0&I\end{pmatrix}\begin{pmatrix}I&0\\-tI&I\end{pmatrix} \]
with \(P\) and \(Q\) symmetric. The rightmost factor acts first. This covers linear maps with finitely many degrees of freedom, such as the flow of a purely quadratic Hamiltonian (no linear terms) or the linearised flow along a semiclassical trajectory.

Q: What is phase space in the Lean file?

A: The type `n` labels the degrees of freedom and may be any finite type. Positions and momenta together are indexed by `n ⊕ n`, positions first. The theorem treats \(t\) as a plain real number, while \(A\) and \(B\) in general carry different units, so take the coordinates to be dimensionless.

```lean
import Mathlib

open Matrix

namespace ShearFactorization

noncomputable section

variable {n : Type*} [Fintype n] [DecidableEq n]
```

Q: And are its shears really my kicks and drifts?

A: The lower shear sends \((q,p)\) to \((q,\,p+Pq)\).

```lean
/-- The lower shear (a kick): positions stay fixed and momenta change by `P` times position. -/
def lowerShear (P : Matrix n n ℝ) : Matrix (n ⊕ n) (n ⊕ n) ℝ := fromBlocks 1 0 P 1
```

When \(P\) is symmetric, the momentum change \(Pq\) is minus the gradient of \(-\tfrac12 q^TPq\), so the kick comes from a potential. The definition accepts any \(P\); the theorems add the symmetry. The upper shear sends \((q,p)\) to \((q+Qp,\,p)\).

```lean
/-- The upper shear (a drift): momenta stay fixed and positions change by `Q` times momentum. -/
def upperShear (Q : Matrix n n ℝ) : Matrix (n ⊕ n) (n ⊕ n) ℝ := fromBlocks 1 Q 0 1
```

"Drift" is meant loosely here: \(Q\) may have negative eigenvalues, so it need not be free motion forward in time with positive masses. The remaining factor changes coordinates by \(M\) and transforms momenta to match.

```lean
/-- For invertible `M`, the linear change of coordinates `M` on positions, with the inverse
transpose on momenta. (For singular `M`, Lean sets `M⁻¹ = 0`.) -/
def scaling (M : Matrix n n ℝ) : Matrix (n ⊕ n) (n ⊕ n) ℝ := fromBlocks M 0 0 (M⁻¹)ᵀ
```

Q: Which definition of "symplectic" is used, and what do you extract from it?

A: Membership in Mathlib's `symplecticGroup n ℝ`, which means \(SJS^T=J\) with
\[ J=\begin{pmatrix}0&-I\\ I&0\end{pmatrix}. \]
The equivalent condition \(S^TJS=J\) is also available. The upper blocks of \(SJS^T=J\) read \(BA^T-AB^T=0\) and \(BC^T-AD^T=-I\). Those of \(S^TJS=J\) read \(C^TA-A^TC=0\) and \(C^TB-A^TD=-I\). Rearranged,
\[ AB^T=BA^T,\quad AD^T-BC^T=I,\quad A^TC=C^TA,\quad A^TD-C^TB=I. \]
The Lean proof multiplies out the blocks with `simp only` and fixes the signs.

```lean
/-- The relations between the blocks of a symplectic matrix that the factorization uses. -/
theorem block_relations {A B C D : Matrix n n ℝ}
    (h : fromBlocks A B C D ∈ symplecticGroup n ℝ) :
    A * Bᵀ = B * Aᵀ ∧ A * Dᵀ - B * Cᵀ = 1 ∧ Aᵀ * C = Cᵀ * A ∧ Aᵀ * D - Cᵀ * B = 1 := by
  have h1 := SymplecticGroup.mem_iff.mp h
  have h2 := SymplecticGroup.mem_iff'.mp h
  simp only [Matrix.J, fromBlocks_transpose, fromBlocks_multiply, fromBlocks_inj, mul_zero,
    mul_one, zero_add, add_zero, mul_neg, neg_mul] at h1 h2
  obtain ⟨a, b, -, -⟩ := h1
  obtain ⟨c, d, -, -⟩ := h2
  refine ⟨(add_neg_eq_zero.mp a).symm, ?_, (add_neg_eq_zero.mp c).symm, ?_⟩
  · calc A * Dᵀ - B * Cᵀ = -(B * Cᵀ + -(A * Dᵀ)) := by abel
      _ = 1 := by rw [b, neg_neg]
  · calc Aᵀ * D - Cᵀ * B = -(Cᵀ * B + -(Aᵀ * D)) := by abel
      _ = 1 := by rw [d, neg_neg]
```

Q: Both \(A\) and \(B\) can be singular. Why should any combination \(A+tB\) be invertible?

A: First, no nonzero row vector is killed by both. Suppose \(x(AA^T+BB^T)=0\). Multiplying by \(x^T\) on the right gives \(|xA|^2+|xB|^2=0\), so \(xA=xB=0\). Then
\[ x=x(AD^T-BC^T)=(xA)D^T-(xB)C^T=0. \]
So \(AA^T+BB^T\) is nonsingular. In the code, `key` turns each quadratic form into a squared length, and `linarith` makes both lengths vanish.

```lean
/-- For the upper blocks of a symplectic matrix, `A Aᵀ + B Bᵀ` is nonsingular. -/
theorem gram_det_ne_zero {A B C D : Matrix n n ℝ}
    (h : fromBlocks A B C D ∈ symplecticGroup n ℝ) : (A * Aᵀ + B * Bᵀ).det ≠ 0 := by
  intro h0
  obtain ⟨x, hx, hxG⟩ := Matrix.exists_vecMul_eq_zero_iff.mpr h0
  have key : ∀ K : Matrix n n ℝ, (x ᵥ* (K * Kᵀ)) ⬝ᵥ x = (x ᵥ* K) ⬝ᵥ (x ᵥ* K) := by
    intro K
    rw [← Matrix.vecMul_vecMul, ← Matrix.dotProduct_mulVec (x ᵥ* K) Kᵀ x,
      Matrix.mulVec_transpose]
  have e : (x ᵥ* A) ⬝ᵥ (x ᵥ* A) + (x ᵥ* B) ⬝ᵥ (x ᵥ* B) = 0 := by
    rw [← key A, ← key B, ← add_dotProduct, ← Matrix.vecMul_add, hxG, zero_dotProduct]
  have pos : ∀ v : n → ℝ, 0 ≤ v ⬝ᵥ v := fun v =>
    Finset.sum_nonneg fun i _ => mul_self_nonneg (v i)
  -- a sum of two squared lengths vanishes only if both vectors do
  have hA : x ᵥ* A = 0 := dotProduct_self_eq_zero.mp (by linarith [pos (x ᵥ* A), pos (x ᵥ* B)])
  have hB : x ᵥ* B = 0 := dotProduct_self_eq_zero.mp (by linarith [pos (x ᵥ* A), pos (x ᵥ* B)])
  apply hx
  calc x = x ᵥ* (A * Dᵀ - B * Cᵀ) := by rw [(block_relations h).2.1, Matrix.vecMul_one]
    _ = 0 := by
      rw [Matrix.vecMul_sub, ← Matrix.vecMul_vecMul, ← Matrix.vecMul_vecMul, hA, hB,
        Matrix.zero_vecMul, Matrix.zero_vecMul, sub_zero]
```

Q: That still gives no \(t\).

A: It gives a complex one, namely \(t=i\). Expand
\[ (A+iB)(A-iB)^T=AA^T+BB^T+i(BA^T-AB^T)=AA^T+BB^T, \]
where the last bracket vanishes by the first block relation. The right side has nonzero determinant, so \(\det(A+iB)\neq0\). Lean copies the real matrices into the complex ones with `map Complex.ofReal`, checks this identity entry by entry using \(i^2=-1\), and takes determinants.

```lean
/-- For the upper blocks of a real symplectic matrix, the complex matrix `A + iB` is
nonsingular. -/
theorem det_add_I_smul_ne_zero {A B C D : Matrix n n ℝ}
    (h : fromBlocks A B C D ∈ symplecticGroup n ℝ) :
    (A.map Complex.ofReal + Complex.I • B.map Complex.ofReal).det ≠ 0 := by
  have hmul : ∀ K L : Matrix n n ℝ,
      K.map Complex.ofReal * (L.map Complex.ofReal)ᵀ = (K * Lᵀ).map Complex.ofReal := by
    intro K L
    ext i j
    simp [Matrix.mul_apply]
  -- the cross terms cancel because `A Bᵀ` is symmetric
  have e : (A.map Complex.ofReal + Complex.I • B.map Complex.ofReal) *
      (A.map Complex.ofReal - Complex.I • B.map Complex.ofReal)ᵀ =
      (A * Aᵀ + B * Bᵀ).map Complex.ofReal := by
    simp only [Matrix.transpose_sub, Matrix.transpose_smul, Matrix.add_mul, Matrix.mul_sub,
      Matrix.smul_mul, Matrix.mul_smul, hmul, (block_relations h).1]
    ext i j
    simp only [Matrix.add_apply, Matrix.sub_apply, Matrix.smul_apply, Matrix.map_apply,
      smul_eq_mul, Complex.ofReal_add]
    linear_combination (-(((B * Bᵀ) i j : ℝ) : ℂ)) * Complex.I_sq
  intro h0
  have e1 := congrArg Matrix.det e
  have e2 : ((A * Aᵀ + B * Bᵀ).map Complex.ofReal).det = ((A * Aᵀ + B * Bᵀ).det : ℂ) :=
    (Complex.ofRealHom.map_det _).symm
  rw [Matrix.det_mul, h0, zero_mul, e2] at e1
  exact gram_det_ne_zero h (Complex.ofReal_eq_zero.mp e1.symm)
```

Q: My kick strength has to be real.

A: The function \(z\mapsto\det(A+zB)\) is a polynomial, and it is not the zero polynomial because its value at \(i\) is nonzero. It therefore has finitely many complex roots, and in particular finitely many real ones. Every other real \(t\) works. The proof builds this polynomial as `q`, identifies its values in `hq`, and pulls its finite root set back to the real line.

```lean
/-- For the upper blocks of a real symplectic matrix, `A + tB` is singular for only finitely
many real `t`. -/
theorem finite_singular_parameters {A B C D : Matrix n n ℝ}
    (h : fromBlocks A B C D ∈ symplecticGroup n ℝ) :
    {t : ℝ | (A + t • B).det = 0}.Finite := by
  let q : Polynomial ℂ := (Matrix.of fun i j =>
    Polynomial.C (A i j : ℂ) + Polynomial.X * Polynomial.C (B i j : ℂ)).det
  have hq : ∀ z : ℂ, q.eval z = (A.map Complex.ofReal + z • B.map Complex.ofReal).det := by
    intro z
    change Polynomial.evalRingHom z (Matrix.det _) = _
    rw [RingHom.map_det]
    congr 1
    ext i j
    simp
    ring
  -- the polynomial `det (A + zB)` does not vanish at `z = i`
  have hq0 : q ≠ 0 := by
    intro h0
    apply det_add_I_smul_ne_zero h
    rw [← hq, h0, Polynomial.eval_zero]
  refine ((Polynomial.finite_setOfPred_isRoot hq0).preimage
    Complex.ofReal_injective.injOn).subset ?_
  intro t ht
  have ht' : (A + t • B).det = 0 := ht
  change q.eval (t : ℂ) = 0
  have e : A.map Complex.ofReal + (t : ℂ) • B.map Complex.ofReal =
      Complex.ofRealHom.mapMatrix (A + t • B) := by
    ext i j
    simp
  rw [hq, e, ← RingHom.map_det, ht', map_zero]
```

Q: So almost any \(t\) will do numerically?

A: Almost any \(t\) gives an invertible \(M\). The theorem puts no bound on \(M^{-1}\), so a value close to a root can still give badly conditioned factors.

Q: Are the factors themselves canonical maps?

A: Yes, given symmetric \(P\) and \(Q\) and invertible \(M\). Substituting a lower shear into \(SJS^T\) leaves \(J\) plus a lower-right block \(P^T-P\) up to sign, which vanishes by symmetry; the upper shear works the same way. For the scaling, the off-diagonal blocks contain \(MM^{-1}=I\) and its transpose.

```lean
/-- Symmetric lower shears, symmetric upper shears and invertible scalings are symplectic. -/
theorem factors_symplectic :
    (∀ P : Matrix n n ℝ, P.IsSymm → lowerShear P ∈ symplecticGroup n ℝ) ∧
    (∀ Q : Matrix n n ℝ, Q.IsSymm → upperShear Q ∈ symplecticGroup n ℝ) ∧
    (∀ M : Matrix n n ℝ, IsUnit M.det → scaling M ∈ symplecticGroup n ℝ) := by
  refine ⟨fun P hP => ?_, fun Q hQ => ?_, fun M hM => ?_⟩
  · rw [SymplecticGroup.mem_iff]
    simp [lowerShear, Matrix.J, fromBlocks_transpose, fromBlocks_multiply, hP.eq]
  · rw [SymplecticGroup.mem_iff]
    simp [upperShear, Matrix.J, fromBlocks_transpose, fromBlocks_multiply, hQ.eq]
  · have e1 := Matrix.mul_nonsing_inv M hM
    have e2 : (M⁻¹)ᵀ * Mᵀ = 1 := by rw [← Matrix.transpose_mul, e1, Matrix.transpose_one]
    rw [SymplecticGroup.mem_iff]
    simp only [scaling, Matrix.J, fromBlocks_transpose, fromBlocks_multiply,
      Matrix.transpose_zero, Matrix.transpose_transpose, mul_zero, zero_mul, mul_one, mul_neg,
      neg_mul, add_zero, zero_add, neg_zero, e1, e2]
```

Q: Now show me the elimination when \(A\) is already invertible.

A: Set \(P=CA^{-1}\) and \(Q=A^{-1}B\). Multiplying \(A^TC=C^TA\) by \(A^{-T}\) on the left and \(A^{-1}\) on the right gives \(CA^{-1}=A^{-T}C^T\), so \(P=P^T\). Multiplying \(AB^T=BA^T\) by \(A^{-1}\) on the left and \(A^{-T}\) on the right gives \(B^TA^{-T}=A^{-1}B\), so \(Q=Q^T\). The fourth relation fixes the last block:
\[ D=A^{-T}(I+C^TB)=A^{-T}+P^TB=A^{-T}+CA^{-1}B. \]
Multiplying the three factors gives
\[ \begin{pmatrix}A&AQ\\ PA&PAQ+A^{-T}\end{pmatrix}=\begin{pmatrix}A&B\\ C&D\end{pmatrix}. \]
In Lean, `hP`, `hQ` and `hD` are these three computations.

```lean
/-- A symplectic matrix with invertible upper-left block is a symmetric lower shear times a
scaling times a symmetric upper shear. -/
theorem three_factor {A B C D : Matrix n n ℝ}
    (h : fromBlocks A B C D ∈ symplecticGroup n ℝ) (hA : IsUnit A.det) :
    (C * A⁻¹).IsSymm ∧ (A⁻¹ * B).IsSymm ∧
    fromBlocks A B C D = lowerShear (C * A⁻¹) * scaling A * upperShear (A⁻¹ * B) := by
  obtain ⟨h1, -, h2, h3⟩ := block_relations h
  have r := Matrix.mul_nonsing_inv A hA
  have l := Matrix.nonsing_inv_mul A hA
  have r' : (A⁻¹)ᵀ * Aᵀ = 1 := by rw [← Matrix.transpose_mul, r, Matrix.transpose_one]
  have l' : Aᵀ * (A⁻¹)ᵀ = 1 := by rw [← Matrix.transpose_mul, l, Matrix.transpose_one]
  have hP : (C * A⁻¹)ᵀ = C * A⁻¹ := by
    calc (C * A⁻¹)ᵀ = (A⁻¹)ᵀ * (Cᵀ * A) * A⁻¹ := by
          rw [Matrix.transpose_mul, mul_assoc, mul_assoc Cᵀ, r, mul_one]
      _ = ((A⁻¹)ᵀ * Aᵀ) * (C * A⁻¹) := by rw [← h2]; simp only [mul_assoc]
      _ = C * A⁻¹ := by rw [r', one_mul]
  have hQ : (A⁻¹ * B)ᵀ = A⁻¹ * B := by
    calc (A⁻¹ * B)ᵀ = A⁻¹ * (A * Bᵀ) * (A⁻¹)ᵀ := by
          rw [Matrix.transpose_mul, ← mul_assoc A⁻¹ A, l, one_mul]
      _ = A⁻¹ * B * (Aᵀ * (A⁻¹)ᵀ) := by rw [h1]; simp only [mul_assoc]
      _ = A⁻¹ * B := by rw [l', mul_one]
  -- the lower-right block is fixed by the other three
  have hD : D = C * A⁻¹ * B + (A⁻¹)ᵀ := by
    calc D = (A⁻¹)ᵀ * (Aᵀ * D) := by rw [← mul_assoc, r', one_mul]
      _ = (A⁻¹)ᵀ * (1 + Cᵀ * B) := by rw [sub_eq_iff_eq_add.mp h3]
      _ = (A⁻¹)ᵀ + (C * A⁻¹)ᵀ * B := by
          rw [Matrix.transpose_mul, mul_add, mul_one, mul_assoc]
      _ = C * A⁻¹ * B + (A⁻¹)ᵀ := by rw [hP, add_comm]
  refine ⟨hP, hQ, ?_⟩
  have e1 : A * (A⁻¹ * B) = B := by rw [← mul_assoc, r, one_mul]
  have e2 : C * A⁻¹ * A = C := by rw [mul_assoc, l, mul_one]
  simp only [lowerShear, scaling, upperShear, fromBlocks_multiply, one_mul, mul_one, zero_mul,
    mul_zero, add_zero, zero_add]
  rw [e1, e2, ← mul_assoc, ← hD]
```

Q: And when \(A\) is singular?

A: Apply the scalar kick first:
\[ S\begin{pmatrix}I&0\\ tI&I\end{pmatrix}=\begin{pmatrix}A+tB&B\\ C+tD&D\end{pmatrix}. \]
This product is symplectic, and for a suitable \(t\) its upper-left block is invertible. The three-factor result then applies, with \(M=A+tB\), \(P=(C+tD)M^{-1}\) and \(Q=M^{-1}B\). Multiplying on the right by the shear with parameter \(-t\) restores \(S\).

Q: Does the main theorem say exactly that?

A: It says that a real matrix `S` on `n ⊕ n` is symplectic if and only if there are a real `t` and matrices `P`, `M`, `Q` such that `P` and `Q` are symmetric, `M` has invertible determinant and equals the upper-left block plus `t` times the upper-right block, and `S` is the four-factor product. The blocks appear as `S.toBlocks₁₁` and `S.toBlocks₁₂`.

In the forward direction, the complement of a finite set of reals is infinite, hence nonempty, which supplies `t`; `hprod` is the displayed product and `cancel` undoes the kick. The converse multiplies symplectic factors.

```lean
/-- A real matrix on phase space is symplectic exactly when it is a product of a symmetric lower
shear, an invertible scaling, a symmetric upper shear and a scalar lower shear. The scaling
is by `A + tB`, with `A` and `B` the upper blocks. -/
theorem symplectic_iff_shear_factorization (S : Matrix (n ⊕ n) (n ⊕ n) ℝ) :
    S ∈ symplecticGroup n ℝ ↔ ∃ (t : ℝ) (P M Q : Matrix n n ℝ),
      P.IsSymm ∧ IsUnit M.det ∧ Q.IsSymm ∧ M = S.toBlocks₁₁ + t • S.toBlocks₁₂ ∧
      S = lowerShear P * scaling M * upperShear Q * lowerShear (-(t • 1)) := by
  obtain ⟨hL, hU, hS⟩ := factors_symplectic (n := n)
  constructor
  · intro h
    have h' := h
    rw [← fromBlocks_toBlocks S] at h'
    obtain ⟨t, ht⟩ := (finite_singular_parameters h').infinite_compl.nonempty
    have hM : IsUnit (S.toBlocks₁₁ + t • S.toBlocks₁₂).det := isUnit_iff_ne_zero.mpr ht
    -- the scalar shear makes the upper-left block invertible
    have hprod : S * lowerShear (t • 1) = fromBlocks (S.toBlocks₁₁ + t • S.toBlocks₁₂)
        S.toBlocks₁₂ (S.toBlocks₂₁ + t • S.toBlocks₂₂) S.toBlocks₂₂ := by
      conv_lhs => rw [← fromBlocks_toBlocks S]
      simp only [lowerShear, fromBlocks_multiply, Matrix.mul_smul, mul_one, mul_zero, zero_add]
    have hmem := mul_mem h (hL (t • 1)
      (by rw [Matrix.IsSymm, Matrix.transpose_smul, Matrix.transpose_one]))
    rw [hprod] at hmem
    obtain ⟨hP, hQ, e⟩ := three_factor hmem hM
    have cancel : lowerShear (t • (1 : Matrix n n ℝ)) * lowerShear (-(t • 1)) = 1 := by
      simp [lowerShear, fromBlocks_multiply]
    refine ⟨t, _, _, _, hP, hM, hQ, rfl, ?_⟩
    rw [← e, ← hprod, mul_assoc, cancel, mul_one]
  · rintro ⟨t, P, M, Q, hP, hM, hQ, -, e⟩
    rw [e]
    exact mul_mem (mul_mem (mul_mem (hL P hP) (hS M hM)) (hU Q hQ)) (hL _
      (by rw [Matrix.IsSymm, Matrix.transpose_neg, Matrix.transpose_smul, Matrix.transpose_one]))
```

Q: What does it leave out of my calculation?

A: Nonlinear canonical maps, and the operators acting on the wavefunction, including their phases. It concerns the classical matrices only.

Q: Can I test it on a consequence I know?

A: Phase-space volume and orientation are preserved: \(\det S=1\). Each shear has determinant one, and the scaling has \(\det M\,\det M^{-1}=1\). Taking determinants in \(SJS^T=J\) gives only \((\det S)^2=1\), which leaves the sign open; the factorization settles it.

```lean
/-- Every real symplectic matrix has determinant one. -/
theorem symplectic_det_eq_one {S : Matrix (n ⊕ n) (n ⊕ n) ℝ}
    (h : S ∈ symplecticGroup n ℝ) : S.det = 1 := by
  obtain ⟨t, P, M, Q, -, hM, -, -, e⟩ := (symplectic_iff_shear_factorization S).mp h
  rw [e]
  simp only [lowerShear, scaling, upperShear, Matrix.det_mul, Matrix.det_fromBlocks_zero₁₂,
    Matrix.det_fromBlocks_zero₂₁, Matrix.det_one, Matrix.det_transpose, one_mul, mul_one]
  rw [← Matrix.det_mul, Matrix.mul_nonsing_inv M hM, Matrix.det_one]
```

Q: And the quarter turn that stopped me?

A: It is \(J\) itself, sending \((q,p)\) to \((-p,q)\). Here \(A=0\) and \(B=-I\), so \(t=1\) gives \(M=-I\), \(P=-I\) and \(Q=I\). The scaling is then a reflection of both positions and momenta through the origin. Lean checks the product by block multiplication.

```lean
/-- The quarter turn of phase space, written as a product of shears and the point reflection
`scaling (-1)`. -/
theorem quarter_turn_factorization :
    Matrix.J n ℝ = lowerShear (-1) * scaling (-1) * upperShear 1 * lowerShear (-1) := by
  have hinv : (-1 : Matrix n n ℝ)⁻¹ = -1 := Matrix.inv_eq_right_inv (by simp)
  simp [Matrix.J, lowerShear, scaling, upperShear, fromBlocks_multiply, hinv]

end

end ShearFactorization
```

```lean
#print axioms ShearFactorization.symplectic_iff_shear_factorization
#print axioms ShearFactorization.symplectic_det_eq_one
#print axioms ShearFactorization.quarter_turn_factorization
```

```
'ShearFactorization.symplectic_iff_shear_factorization' depends on axioms: [propext, Classical.choice, Quot.sound]
'ShearFactorization.symplectic_det_eq_one' depends on axioms: [propext, Classical.choice, Quot.sound]
'ShearFactorization.quarter_turn_factorization' depends on axioms: [propext, Classical.choice, Quot.sound]
```

Q: What does all this become for a single degree of freedom?

A: The blocks are numbers \(a,b,c,d\) with \(ad-bc=1\), so \(a\) and \(b\) are not both zero. If \(b=0\), every \(t\) works; otherwise only \(t=-a/b\) fails. With \(m=a+tb\), the factors have \(P=(c+td)/m\) and \(Q=b/m\). The only entry left to check is the lower-right one of the three-factor product:
\[ \frac{(c+td)b+1}{m}=\frac{ad+tbd}{m}=d, \]
using \(bc+1=ad\).
